# The unit translation and an $n$-fold screw with slide $p/n$ generate a group isomorphic to $\mathbb Z\times\mathbb Z/\gcd(n,p)$

To label the one-electron states of a polymer chain with a screw axis, I diagonalise the symmetry operations along with the Hamiltonian. For a $4_1$ axis, one phase per screw step fixes the eigenvalue of every symmetry operation. For a $4_2$ axis, I am told to add a parity under a half turn. Both axes are generated by a quarter turn with a slide, together with the lattice translation. Where does the second label come from, and how many values does it take for a general $n_p$ axis?

## Pure rotations supply the second label

It comes from the pure rotations hidden in the group, and it takes $\gcd(n,p)$ values. On a $4_2$ axis, two screw steps make a half turn with slide 1; undoing one lattice translation leaves the half turn alone. On a $4_1$ axis, four steps are needed to reach an integer slide, and by then the rotation is complete.

In general, let $n\ge1$ and let $p$ be any integer. Measure heights in units of the axial repeat, and write $(c,s)$ for the motion that multiplies the transverse plane by the unit complex number $c$ and raises the height by $s$. Then
$$(c,s)(d,t)=(cd,\,s+t).$$
With $\omega_N=e^{2\pi i/N}$, the translation is $(1,1)$ and the screw is $(\omega_n,p/n)$. They commute, so the group consists of the motions
$$(\omega_n^a,\;ap/n+b),\qquad a,b\in\mathbb Z.$$

Put $g=\gcd(n,p)$, $n=gn'$, $p=gp'$, and choose integers $u,v$ with $un'+vp'=1$. Then $\omega_n^{n'}=\omega_g$. Setting $k=ap'+bn'$ and $j=ua-vb$ gives
$$a=vk+n'j,\qquad b=uk-p'j,$$
so each element is
$$(\omega_n^{vk}\omega_g^{\,j},\;k/n').$$
Conversely, every pair $k,j$ gives integers $a,b$. The slide determines $k$, and the phase then determines $j$ modulo $g$. Multiplying elements adds both labels, which gives $\mathbb Z\times\mathbb Z/g$.

The pure rotations are the elements with $k=0$, namely the powers of $\omega_g$. If $(c,s)^m=1$ with $m>0$, then $ms=0$, so the element is one of these rotations. Hence the identity is the only element of finite order exactly when $g=1$.

For a non-interacting electron on an infinite chain with this symmetry, and with spin ignored, the symmetry labels are therefore a phase, the eigenvalue of the motion $(\omega_n^v,1/n')$, and an integer modulo $g$, which fixes the eigenvalue of the rotation $\omega_g$. The first motion need not be the given screw: on a $4_3$ axis it is a quarter turn in the opposite sense with slide $1/4$.

At $n=1$ the screw is a translation by $p$ repeats, and the group is $\mathbb Z$. At $p=0$ it is a plain rotation, and the second factor has order $n$. An arbitrary real $p$ is not allowed: for $n=1$, $p=\sqrt2$, the translations by 1 and $\sqrt2$ generate $\mathbb Z\times\mathbb Z$, with no finite second factor.

## The group as a set of motions in Lean

Space is `ℂ × ℝ`, and `motion c s` is a permutation of it; `motion_dist` shows that it preserves Euclidean distance. `rodGroup n p` is the subgroup generated by `translation` and `screw n p`, with no relations postulated. The name is used differently in crystallography: rod groups there may also contain mirrors, inversions and transverse axes, while in the tabulated ones every rotation or screw axis has order 1, 2, 3, 4 or 6.

`[NeZero n]` says $n\ge1$. `rodGroup_iso` states that an isomorphism exists; `Multiplicative` merely writes the additive groups as multiplicative ones. `torsionFree_iff` is the finite-order criterion, and `rotation_mem_iff` identifies the pure rotations. That a real chain is invariant under these motions is a physical assumption, which finite length or disorder breaks.

```lean
import Mathlib

namespace ScrewRodGroup

noncomputable section

/-- The motion of space (transverse plane `ℂ`, height `ℝ`) that rotates about the z axis by the
phase `c` and slides by `s` along it. -/
def motion (c : Circle) (s : ℝ) : Equiv.Perm (ℂ × ℝ) where
  toFun x := ((c : ℂ) * x.1, x.2 + s)
  invFun x := ((c : ℂ)⁻¹ * x.1, x.2 - s)
  left_inv x := Prod.ext (inv_mul_cancel_left₀ (Circle.coe_ne_zero c) x.1)
    (add_sub_cancel_right x.2 s)
  right_inv x := Prod.ext (mul_inv_cancel_left₀ (Circle.coe_ne_zero c) x.1)
    (sub_add_cancel x.2 s)

/-- The phase of a rotation by `2π/n`, for `n ≥ 1`. -/
def turn (n : ℕ) : Circle := Circle.exp (2 * Real.pi / n)

/-- The unit translation along the z axis. -/
def translation : Equiv.Perm (ℂ × ℝ) := motion 1 1

/-- The screw with angle `2π/n` and slide `p/n` along the z axis, for `n ≥ 1`. -/
def screw (n : ℕ) (p : ℤ) : Equiv.Perm (ℂ × ℝ) := motion (turn n) (p / n)

/-- The rod group generated by the unit translation and the screw, for `n ≥ 1`. -/
def rodGroup (n : ℕ) (p : ℤ) : Subgroup (Equiv.Perm (ℂ × ℝ)) :=
  Subgroup.closure {translation, screw n p}

/-- Each motion preserves the squared Euclidean distance between two points. -/
theorem motion_dist (c : Circle) (s : ℝ) (x y : ℂ × ℝ) :
    ‖(motion c s x).1 - (motion c s y).1‖ ^ 2 + ((motion c s x).2 - (motion c s y).2) ^ 2
      = ‖x.1 - y.1‖ ^ 2 + (x.2 - y.2) ^ 2 := by
  have h1 : (motion c s x).1 - (motion c s y).1 = (c : ℂ) * (x.1 - y.1) :=
    (mul_sub _ _ _).symm
  have h2 : (motion c s x).2 - (motion c s y).2 = x.2 - y.2 :=
    add_sub_add_right_eq_sub _ _ _
  rw [h1, h2, norm_mul, Circle.norm_coe, one_mul]

/-- Composing two motions multiplies their phases and adds their slides. -/
theorem motion_mul (c d : Circle) (s t : ℝ) :
    motion c s * motion d t = motion (c * d) (s + t) :=
  Equiv.ext fun x => Prod.ext
    (show (c : ℂ) * ((d : ℂ) * x.1) = ((c * d : Circle) : ℂ) * x.1 by
      rw [Circle.coe_mul, mul_assoc])
    (show x.2 + t + s = x.2 + (s + t) by ring)

/-- Two motions are equal exactly when their phases and their slides agree. -/
theorem motion_inj {c d : Circle} {s t : ℝ} :
    motion c s = motion d t ↔ c = d ∧ s = t := by
  constructor
  · intro h
    have h1 : ((c : ℂ) * 1, (0 : ℝ) + s) = ((d : ℂ) * 1, (0 : ℝ) + t) :=
      congrArg (fun f : Equiv.Perm (ℂ × ℝ) => f (1, 0)) h
    exact ⟨Circle.ext (by simpa using congrArg Prod.fst h1),
      by simpa using congrArg Prod.snd h1⟩
  · rintro ⟨rfl, rfl⟩
    rfl

/-- Repeating a motion `k` times, with `k` any integer, raises the phase to the power `k` and
multiplies the slide by `k`. -/
theorem motion_zpow (c : Circle) (s : ℝ) (k : ℤ) :
    motion c s ^ k = motion (c ^ k) (k * s) := by
  induction k using Int.induction_on with
  | zero =>
    exact Equiv.ext fun x => Prod.ext (by simp [motion]) (by simp [motion])
  | succ i ih =>
    rw [zpow_add_one (motion c s), ih, motion_mul, motion_inj]
    exact ⟨(zpow_add_one c _).symm, by push_cast; ring⟩
  | pred i ih =>
    rw [zpow_sub_one (motion c s), ih, mul_inv_eq_iff_eq_mul, motion_mul, motion_inj]
    exact ⟨by rw [← zpow_add_one, sub_add_cancel], by push_cast; ring⟩

/-- For `N ≥ 1` the powers of the rotation by `2π/N` are the standard phases labelled by the
integers modulo `N`. -/
theorem turn_zpow (N : ℕ) [NeZero N] (j : ℤ) :
    turn N ^ j = ZMod.toCircle (j : ZMod N) := by
  have h1 : turn N = ZMod.toCircle ((1 : ℤ) : ZMod N) := by
    apply Circle.ext
    rw [ZMod.toCircle_intCast, turn, Circle.coe_exp]
    congr 1
    push_cast
    ring
  rw [h1, ← AddChar.map_zsmul_eq_zpow]
  congr 1
  rw [zsmul_eq_mul, Int.cast_one, mul_one]

/-- For `n ≥ 1` the slide `p/n` equals a fraction `p'/n'` with coprime `p'` and `n'`, and `n'`
rotations by `2π/n` make one rotation by `2π/gcd(n,p)`. -/
theorem reduced_screw (n : ℕ) [NeZero n] (p : ℤ) :
    ∃ n' p' u v : ℤ, n' ≠ 0 ∧ u * n' + v * p' = 1 ∧ (p / n : ℝ) = p' / n' ∧
      turn n ^ n' = turn (Int.gcd n p) := by
  have hn : (n : ℤ) ≠ 0 := by exact_mod_cast NeZero.ne n
  have hg : Int.gcd n p ≠ 0 := (Int.gcd_pos_of_ne_zero_left p hn).ne'
  obtain ⟨n', h1⟩ := (Int.gcd_dvd_left .. : (Int.gcd n p : ℤ) ∣ n)
  obtain ⟨p', h2⟩ := (Int.gcd_dvd_right .. : (Int.gcd n p : ℤ) ∣ p)
  obtain ⟨u, v, hb⟩ : ∃ u v : ℤ, (Int.gcd n p : ℤ) = n * u + p * v :=
    ⟨_, _, Int.gcd_eq_gcd_ab n p⟩
  generalize Int.gcd (n : ℤ) p = g at hg h1 h2 hb ⊢
  have hn' : n' ≠ 0 := by
    rintro rfl
    exact hn (by rw [h1, mul_zero])
  have hgZ : (g : ℤ) ≠ 0 := by exact_mod_cast hg
  refine ⟨n', p', u, v, hn', mul_left_cancel₀ hgZ ?_, ?_, ?_⟩
  · linear_combination -hb - u * h1 - v * h2
  · have hnR : (n : ℝ) = g * n' := by exact_mod_cast h1
    have hpR : (p : ℝ) = g * p' := by exact_mod_cast h2
    have hgR : (g : ℝ) ≠ 0 := by exact_mod_cast hg
    rw [hnR, hpR, mul_div_mul_left _ _ hgR]
  · have hnC : (n : ℂ) = g * n' := by exact_mod_cast h1
    have hgC : (g : ℂ) ≠ 0 := by exact_mod_cast hg
    have hnC' : (n' : ℂ) ≠ 0 := by exact_mod_cast hn'
    apply Circle.ext
    simp only [turn, Circle.coe_zpow, Circle.coe_exp]
    rw [← Complex.exp_int_mul]
    congr 1
    push_cast
    rw [hnC]
    field_simp

/-- The elements of the rod group are the motions made of `a` screws and `b` unit translations,
with integers `a` and `b`. -/
theorem mem_rodGroup (n : ℕ) (p : ℤ) (x : Equiv.Perm (ℂ × ℝ)) :
    x ∈ rodGroup n p ↔ ∃ a b : ℤ, x = motion (turn n ^ a) (a * (p / n) + b) := by
  constructor
  · intro hx
    unfold rodGroup at hx
    induction hx using Subgroup.closure_induction with
    | mem x hx =>
      rcases hx with rfl | rfl
      · refine ⟨0, 1, ?_⟩
        rw [translation, motion_inj]
        simp
      · refine ⟨1, 0, ?_⟩
        rw [screw, motion_inj]
        simp
    | one => exact ⟨0, 0, by simpa using motion_zpow 1 0 0⟩
    | mul x y _ _ hx hy =>
      obtain ⟨a, b, rfl⟩ := hx
      obtain ⟨a', b', rfl⟩ := hy
      refine ⟨a + a', b + b', ?_⟩
      rw [motion_mul, motion_inj]
      exact ⟨(zpow_add _ _ _).symm, by push_cast; ring⟩
    | inv x _ hx =>
      obtain ⟨a, b, rfl⟩ := hx
      refine ⟨-a, -b, ?_⟩
      rw [← zpow_neg_one, motion_zpow, motion_inj]
      exact ⟨by rw [zpow_neg_one, zpow_neg], by push_cast; ring⟩
  · rintro ⟨a, b, rfl⟩
    have h : motion (turn n ^ a) (a * (p / n) + b) = screw n p ^ a * translation ^ b := by
      rw [screw, translation, motion_zpow, motion_zpow, motion_mul, motion_inj]
      exact ⟨by simp, by ring⟩
    rw [h]
    unfold rodGroup
    exact mul_mem (zpow_mem (Subgroup.subset_closure (by simp)) a)
      (zpow_mem (Subgroup.subset_closure (by simp)) b)

/-- For `n ≥ 1` the pure rotations about the axis in the rod group are exactly the powers of the
rotation by `2π/gcd(n,p)`. -/
theorem rotation_mem_iff (n : ℕ) [NeZero n] (p : ℤ) (c : Circle) :
    motion c 0 ∈ rodGroup n p ↔ ∃ j : ℤ, c = turn (Int.gcd n p) ^ j := by
  obtain ⟨n', p', u, v, hn', huv, hs, ht⟩ := reduced_screw n p
  have hR : (n' : ℝ) ≠ 0 := by exact_mod_cast hn'
  rw [mem_rodGroup, ← ht, hs]
  constructor
  · rintro ⟨a, b, h⟩
    obtain ⟨hc, h0⟩ := motion_inj.1 h
    -- zero slide forces the number of screws to be a multiple of n'
    have h1 : a * p' + b * n' = 0 := by
      have h2 : (a * p' + b * n' : ℝ) = (a * (p' / n') + b) * n' := by field_simp
      rw [← h0, zero_mul] at h2
      exact_mod_cast h2
    refine ⟨u * a - v * b, ?_⟩
    rw [hc, ← zpow_mul]
    congr 1
    linear_combination (-a) * huv + v * h1
  · rintro ⟨j, rfl⟩
    refine ⟨n' * j, -(p' * j), motion_inj.2 ⟨(zpow_mul _ _ _).symm, ?_⟩⟩
    have e : (n' : ℝ) * (n' : ℝ)⁻¹ = 1 := mul_inv_cancel₀ hR
    push_cast
    linear_combination (-(j : ℝ) * p') * e

/-- For `n ≥ 1` the rod group generated by the unit translation and the screw with angle `2π/n`
and slide `p/n` is isomorphic to the product of `ℤ` and a cyclic group of order `gcd(n,p)`. -/
theorem rodGroup_iso (n : ℕ) [NeZero n] (p : ℤ) :
    Nonempty (rodGroup n p ≃* Multiplicative ℤ × Multiplicative (ZMod (Int.gcd n p))) := by
  obtain ⟨n', p', u, v, hn', huv, hs, ht⟩ := reduced_screw n p
  have hR : (n' : ℝ) ≠ 0 := by exact_mod_cast hn'
  have e : (n' : ℝ) * (n' : ℝ)⁻¹ = 1 := mul_inv_cancel₀ hR
  have huvR : (u * n' + v * p' : ℝ) = 1 := by exact_mod_cast huv
  have : NeZero (Int.gcd n p) :=
    ⟨(Int.gcd_pos_of_ne_zero_left p (by exact_mod_cast NeZero.ne n)).ne'⟩
  -- shortest slide 1/n' for the infinite factor, pure rotations for the finite one
  let f : Multiplicative ℤ × Multiplicative (ZMod (Int.gcd n p)) →* Equiv.Perm (ℂ × ℝ) :=
    MonoidHom.mk' (fun q => motion (turn n ^ (v * q.1.toAdd) * ZMod.toCircle q.2.toAdd)
      (((q.1.toAdd : ℤ) : ℝ) / n')) (by
        intro q r
        show motion _ _ = motion _ _ * motion _ _
        rw [motion_mul, motion_inj]
        constructor
        · simp only [Prod.fst_mul, Prod.snd_mul, toAdd_mul, mul_add, zpow_add,
            AddChar.map_add_eq_mul]
          exact mul_mul_mul_comm _ _ _ _
        · simp only [Prod.fst_mul, toAdd_mul]
          push_cast
          ring)
  have hf : ∀ q, f q = motion (turn n ^ (v * q.1.toAdd) * ZMod.toCircle q.2.toAdd)
      (((q.1.toAdd : ℤ) : ℝ) / n') := fun _ => rfl
  have hinj : Function.Injective f := by
    intro q r h
    rw [hf, hf, motion_inj] at h
    have hk : q.1.toAdd = r.1.toAdd := by
      have h2 := (div_left_inj' hR).1 h.2
      exact_mod_cast h2
    have h1 := h.1
    rw [hk] at h1
    exact Prod.ext (Multiplicative.toAdd.injective hk)
      (Multiplicative.toAdd.injective (ZMod.injective_toCircle (mul_left_cancel h1)))
  have hrange : f.range = rodGroup n p := by
    ext x
    rw [mem_rodGroup, MonoidHom.mem_range]
    constructor
    · rintro ⟨q, rfl⟩
      obtain ⟨j, hj⟩ := ZMod.intCast_surjective q.2.toAdd
      refine ⟨v * q.1.toAdd + n' * j, u * q.1.toAdd - p' * j, ?_⟩
      rw [hf, motion_inj, ← hj, ← turn_zpow, ← ht, ← zpow_mul, ← zpow_add, hs]
      refine ⟨rfl, ?_⟩
      push_cast
      linear_combination (-((q.1.toAdd : ℤ) : ℝ) * (n' : ℝ)⁻¹) * huvR
        + (u * ((q.1.toAdd : ℤ) : ℝ) - j * p') * e
    · rintro ⟨a, b, rfl⟩
      refine ⟨(Multiplicative.ofAdd (a * p' + b * n'),
        Multiplicative.ofAdd ((a * u - b * v : ℤ) : ZMod (Int.gcd n p))), ?_⟩
      rw [hf, motion_inj]
      simp only [toAdd_ofAdd]
      rw [← turn_zpow, ← ht, ← zpow_mul, ← zpow_add, hs]
      constructor
      · congr 1
        linear_combination a * huv
      · push_cast
        linear_combination (b : ℝ) * e
  exact ⟨(MulEquiv.subgroupCongr hrange.symm).trans (MonoidHom.ofInjective hinj).symm⟩

/-- For `n ≥ 1` the identity is the only element of finite order in the rod group if and only if
`gcd(n,p) = 1`. -/
theorem torsionFree_iff (n : ℕ) [NeZero n] (p : ℤ) :
    (∀ x ∈ rodGroup n p, ∀ m : ℕ, 0 < m → x ^ m = 1 → x = 1) ↔ Int.gcd n p = 1 := by
  have one : motion 1 0 = 1 := by simpa using (motion_zpow 1 0 0).symm
  have hpos : 0 < Int.gcd n p :=
    Int.gcd_pos_of_ne_zero_left p (by exact_mod_cast NeZero.ne n)
  have : NeZero (Int.gcd n p) := ⟨hpos.ne'⟩
  constructor
  · intro h
    -- the rotation by 2π/gcd(n,p) has finite order, so it must be trivial
    have hmem : motion (turn (Int.gcd n p)) 0 ∈ rodGroup n p :=
      (rotation_mem_iff n p _).2 ⟨1, (zpow_one _).symm⟩
    have ht : turn (Int.gcd n p) ^ (Int.gcd n p : ℤ) = 1 := by
      rw [turn_zpow, Int.cast_natCast, ZMod.natCast_self, AddChar.map_zero_eq_one]
    have h1 := h _ hmem (Int.gcd n p) hpos
      (by rw [← zpow_natCast, motion_zpow, ht, mul_zero, one])
    rw [← one, motion_inj] at h1
    have h2 : ZMod.toCircle ((1 : ℤ) : ZMod (Int.gcd n p))
        = ZMod.toCircle (0 : ZMod (Int.gcd n p)) := by
      rw [← turn_zpow, zpow_one, h1.1, AddChar.map_zero_eq_one]
    have h3 := ZMod.injective_toCircle h2
    exact Nat.dvd_one.1 ((CharP.cast_eq_zero_iff (ZMod (Int.gcd n p)) (Int.gcd n p) 1).1
      ((Nat.cast_one.trans Int.cast_one.symm).trans h3))
  · intro hg x hx m hm hxm
    obtain ⟨a, b, rfl⟩ := (mem_rodGroup n p x).1 hx
    rw [← zpow_natCast, motion_zpow, ← one, motion_inj] at hxm
    -- finite order forces zero slide
    have hs : (a * (p / n) + b : ℝ) = 0 :=
      (mul_eq_zero.1 hxm.2).resolve_left (by exact_mod_cast hm.ne')
    rw [hs] at hx ⊢
    obtain ⟨j, hj⟩ := (rotation_mem_iff n p _).1 hx
    rw [hj, hg, turn_zpow, Subsingleton.elim (j : ZMod 1) 0, AddChar.map_zero_eq_one, one]

end

end ScrewRodGroup
```

```lean
#print axioms ScrewRodGroup.motion_dist
#print axioms ScrewRodGroup.rodGroup_iso
#print axioms ScrewRodGroup.torsionFree_iff
```

```
'ScrewRodGroup.motion_dist' depends on axioms: [propext, Classical.choice, Quot.sound]
'ScrewRodGroup.rodGroup_iso' depends on axioms: [propext, Classical.choice, Quot.sound]
'ScrewRodGroup.torsionFree_iff' depends on axioms: [propext, Classical.choice, Quot.sound]
```

## From the composition law to the isomorphism

`motion_mul`, `motion_inj` and `motion_zpow` give the composition law, the uniqueness of phase and slide, and integer powers. `mem_rodGroup` obtains the form with $a$ and $b$ by induction over the generated subgroup. `reduced_screw` supplies $n',p',u,v$ and $\omega_n^{n'}=\omega_g$, while `turn_zpow` identifies powers of $\omega_N$ with residues modulo $N$.

In `rodGroup_iso`, the map `f` sends $(k,j)$ to the motion displayed above. `hinj` reads off $k$ from the slide and then $j$ from the phase; `hrange` uses the two changes of labels, with `linear_combination` checking the algebra. For `torsionFree_iff`, one direction applies the hypothesis to the rotation $\omega_g$, which has finite order. The other shows that finite order forces zero slide, then uses `rotation_mem_iff` with $g=1$.
